# For a real symmetric hopping matrix, the lattice von Weizsäcker bound holds for all real density matrices exactly when no off-diagonal entry is positive

**Q:** I put electrons on a one-dimensional grid of spacing $h$ and replace $-\tfrac12\,d^2/dx^2$ by a matrix $T$. The three-point stencil gives neighbour entries $-1/(2h^2)$. The five-point stencil also gives second-neighbour entries $+1/(24h^2)$. In the continuum, the von Weizsäcker energy never exceeds the noninteracting kinetic energy. Does that survive on the grid?

**A:** With the first matrix yes, with the second no. Let $g$ be a real positive semidefinite one-particle density matrix with site densities $n_i=g_{ii}$. The claim compares

$$\mathrm{tr}(Tg)=\sum_{ij}T_{ij}g_{ji}\quad\text{with}\quad \langle\sqrt n,T\sqrt n\rangle=\sum_{ij}T_{ij}\sqrt{n_i}\sqrt{n_j}.$$

For noninteracting electrons on finitely many sites and a real symmetric $T$, the first is at least the second for every $g$ exactly when $T_{ij}\le 0$ for all $i\ne j$. In the code these energies are `kinetic` and `weizsaecker`, and `density` is the diagonal.

In Lean 4 with Mathlib:

```lean
import Mathlib

open Matrix

namespace LatticeWeizsaecker

noncomputable section

variable {ι : Type*} [Fintype ι]

/-- The site density of a one-particle density matrix: its diagonal. -/
def density (g : Matrix ι ι ℝ) : ι → ℝ := fun i => g i i

/-- The kinetic energy `tr (T g)` of a one-particle density matrix `g`. -/
def kinetic (T g : Matrix ι ι ℝ) : ℝ := (T * g).trace

/-- The quadratic form `⟨ψ, T ψ⟩` of a real orbital `ψ`. -/
def expectation (T : Matrix ι ι ℝ) (ψ : ι → ℝ) : ℝ := ψ ⬝ᵥ (T *ᵥ ψ)

/-- The lattice von Weizsaecker energy `⟨√ρ, T √ρ⟩` of a nonnegative density `ρ`. -/
def weizsaecker (T : Matrix ι ι ℝ) (ρ : ι → ℝ) : ℝ :=
  expectation T (fun i => √(ρ i))
```

**Q:** Where is the Pauli principle? Positivity alone doesn't cap the occupations.

**A:** `PosSemidef` means symmetric with nonnegative occupations; neither a cap nor an electron number is imposed. The criterion is the same with a cap of one, because a bound for all $g$ covers the capped ones, and the counterexample below is a single electron in one orbital.

**Q:** Then what does positivity give you?

**A:** A limit on each coherence. Test $g$ on an orbital with amplitudes $a$ on site $i$ and $b$ on site $j$:

$$a^2g_{ii}+2ab\,g_{ji}+b^2g_{jj}\ge 0 .$$

Set $b=1$. A quadratic in $a$ that is never negative has discriminant $4g_{ji}^2-4g_{ii}g_{jj}\le 0$, so $g_{ji}\le\sqrt{n_i}\sqrt{n_j}$. `expectation_twoSite` evaluates the form. In `coherence_le`, `discrim_le_zero` supplies the discriminant step and `Real.abs_le_sqrt` takes the root.

```lean
/-- The orbital with amplitude `a` on site `i` plus amplitude `b` on site `j`. -/
def twoSite [DecidableEq ι] (i j : ι) (a b : ℝ) : ι → ℝ :=
  Pi.single i a + Pi.single j b

/-- The quadratic form of a two-site orbital consists of two on-site terms and a hopping term. -/
theorem expectation_twoSite [DecidableEq ι] (T : Matrix ι ι ℝ) (i j : ι) (a b : ℝ) :
    expectation T (twoSite i j a b)
      = a * a * T i i + a * b * (T i j + T j i) + b * b * T j j := by
  simp [expectation, twoSite, Matrix.mulVec_add, add_dotProduct, dotProduct_add,
    Matrix.mulVec_single, single_dotProduct]
  ring

/-- In a positive semidefinite density matrix, the coherence between two sites is at most the
product of the square roots of their densities. -/
theorem coherence_le {g : Matrix ι ι ℝ} (hg : g.PosSemidef) (i j : ι) :
    g j i ≤ √(density g i) * √(density g j) := by
  classical
  have hs : g j i = g i j := by simpa using hg.isHermitian.apply i j
  -- positivity on orbitals supported on the two sites
  have q : ∀ a b : ℝ, 0 ≤ a * a * g i i + a * b * (g i j + g j i) + b * b * g j j := by
    intro a b
    have h := hg.dotProduct_mulVec_nonneg (twoSite i j a b)
    rw [star_trivial] at h
    rw [← expectation_twoSite]
    exact h
  have hi : 0 ≤ density g i := by
    have h := q 1 0
    unfold density
    linarith
  -- a nonnegative quadratic has nonpositive discriminant
  have hd : discrim (g i i) (2 * g j i) (g j j) ≤ 0 := by
    apply discrim_le_zero
    intro x
    have h := q x 1
    rw [← hs] at h
    linarith
  have hsq : g j i ^ 2 ≤ density g i * density g j := by
    unfold discrim at hd
    unfold density
    linarith
  rw [← Real.sqrt_mul hi]
  exact (le_abs_self _).trans (Real.abs_le_sqrt hsq)
```

**Q:** And the hopping signs?

**A:** They enter when you multiply by $T_{ij}$. If $T_{ij}\le0$, the inequality reverses: $T_{ij}g_{ji}\ge T_{ij}\sqrt{n_i}\sqrt{n_j}$. On-site terms agree, since $\sqrt{n_i}^{\,2}=g_{ii}$. Summing gives the bound. The proof compares the double sums term by term, splitting on $i=j$. On a single site there is no hopping, and the two energies are equal.

```lean
/-- If all off-diagonal entries of `T` are nonpositive, the von Weizsaecker energy of the density
is a lower bound to the kinetic energy of every positive semidefinite density matrix. -/
theorem weizsaecker_le_kinetic {T g : Matrix ι ι ℝ} (hT : ∀ i j, i ≠ j → T i j ≤ 0)
    (hg : g.PosSemidef) : weizsaecker T (density g) ≤ kinetic T g := by
  simp only [weizsaecker, expectation, kinetic, dotProduct, Matrix.mulVec, Matrix.trace,
    Matrix.diag_apply, Matrix.mul_apply, Finset.mul_sum]
  refine Finset.sum_le_sum fun i _ => Finset.sum_le_sum fun j _ => ?_
  by_cases hij : i = j
  · -- on-site terms agree
    subst hij
    have h0 : 0 ≤ density g i := hg.diag_nonneg
    have h1 : √(density g i) * √(density g i) = g i i := Real.mul_self_sqrt h0
    exact le_of_eq (by linear_combination T i i * h1)
  · -- hopping terms: a nonpositive factor reverses the coherence bound
    have h := mul_le_mul_of_nonpos_left (coherence_le hg i j) (hT i j hij)
    linarith
```

**Q:** Why must one positive entry ruin it? Other entries might compensate.

**A:** An electron confined to the two sites never sees them. Take $\psi=(e_i-e_j)/\sqrt2$, where $e_i$ is the unit vector on site $i$. Its energy is $\tfrac12(T_{ii}+T_{jj})-T_{ij}$. The root of its density is $(e_i+e_j)/\sqrt2$, with energy $\tfrac12(T_{ii}+T_{jj})+T_{ij}$. The electron therefore lies below its von Weizsäcker value by $2T_{ij}$. This gap is $1/(12h^2)$ for second neighbours in your five-point stencil.

In `antisymmetric_orbital`, `habs` identifies the root of the density; `kinetic_pure` and `pure_posSemidef` turn the orbital into an admissible $g$. Testing the bound on this $g$ gives $T_{ij}\le0$ by `linarith`; the other direction of the equivalence is `weizsaecker_le_kinetic`.

```lean
/-- The kinetic energy of the pure density matrix of a real orbital is its quadratic form. -/
theorem kinetic_pure (T : Matrix ι ι ℝ) (ψ : ι → ℝ) :
    kinetic T (vecMulVec ψ ψ) = expectation T ψ := by
  simp only [kinetic, expectation, dotProduct, Matrix.mulVec, Matrix.trace,
    Matrix.diag_apply, Matrix.mul_apply, Matrix.vecMulVec_apply, Finset.mul_sum]
  refine Finset.sum_congr rfl fun i _ => Finset.sum_congr rfl fun j _ => ?_
  ring

/-- For symmetric `T`, the antisymmetric orbital on two distinct sites `i` and `j` is normalised,
and its kinetic energy equals the von Weizsaecker energy of its density minus `2 T i j`. -/
theorem antisymmetric_orbital [DecidableEq ι] {T : Matrix ι ι ℝ} (hT : T.IsSymm)
    {i j : ι} (hij : i ≠ j) :
    let ψ := twoSite i j (√(1 / 2)) (-√(1 / 2))
    ψ ⬝ᵥ ψ = 1 ∧
      kinetic T (vecMulVec ψ ψ) = weizsaecker T (density (vecMulVec ψ ψ)) - 2 * T i j := by
  intro ψ
  have hc : √(1 / 2 : ℝ) * √(1 / 2) = 1 / 2 := Real.mul_self_sqrt (by norm_num)
  constructor
  · have h := expectation_twoSite (1 : Matrix ι ι ℝ) i j (√(1 / 2)) (-√(1 / 2))
    simp only [expectation, Matrix.one_mulVec, Matrix.one_apply_eq,
      Matrix.one_apply_ne hij, Matrix.one_apply_ne hij.symm] at h
    exact h.trans (by linear_combination 2 * hc)
  · -- the square root of the density is the symmetric orbital
    have habs : (fun k => √(density (vecMulVec ψ ψ) k))
        = twoSite i j (√(1 / 2)) (√(1 / 2)) := by
      funext k
      change √(ψ k * ψ k) = _
      rw [Real.sqrt_mul_self_eq_abs]
      have h0 : 0 ≤ √(1 / 2 : ℝ) := Real.sqrt_nonneg _
      by_cases hi : k = i
      · subst hi
        simp only [ψ, twoSite, Pi.add_apply, Pi.single_eq_same,
          Pi.single_eq_of_ne hij, add_zero]
        exact abs_of_nonneg h0
      · by_cases hj : k = j
        · subst hj
          simp only [ψ, twoSite, Pi.add_apply, Pi.single_eq_same,
            Pi.single_eq_of_ne hi, zero_add, abs_neg]
          exact abs_of_nonneg h0
        · simp only [ψ, twoSite, Pi.add_apply, Pi.single_eq_of_ne hi,
            Pi.single_eq_of_ne hj, add_zero, abs_zero]
    have hs : T j i = T i j := hT.apply i j
    rw [kinetic_pure, weizsaecker, habs, expectation_twoSite, expectation_twoSite, hs]
    linear_combination (-4 * T i j) * hc

/-- The pure density matrix of a real orbital is positive semidefinite. -/
theorem pure_posSemidef (ψ : ι → ℝ) : (vecMulVec ψ ψ).PosSemidef := by
  simpa only [star_trivial] using Matrix.posSemidef_vecMulVec_self_star ψ

/-- For a real symmetric `T`, the lattice von Weizsaecker bound holds for every real positive
semidefinite density matrix if and only if every off-diagonal entry of `T` is nonpositive. -/
theorem weizsaecker_bound_iff {T : Matrix ι ι ℝ} (hT : T.IsSymm) :
    (∀ g : Matrix ι ι ℝ, g.PosSemidef → weizsaecker T (density g) ≤ kinetic T g)
      ↔ ∀ i j, i ≠ j → T i j ≤ 0 := by
  classical
  refine ⟨fun h i j hij => ?_, fun h g hg => weizsaecker_le_kinetic h hg⟩
  -- test the bound on one electron in the antisymmetric orbital
  have h1 := h _ (pure_posSemidef (twoSite i j (√(1 / 2)) (-√(1 / 2))))
  have h2 := (antisymmetric_orbital hT hij).2
  linarith
```

**Q:** When the signs are right, is the bound tight?

**A:** Yes, over this class of $g$. For any nonnegative density $\rho$, the orbital $\sqrt\rho$ attains it, so `IsLeast` states a minimum. That orbital holds all the electrons, so with capped occupations the true minimum may be higher.

```lean
/-- If all off-diagonal entries of `T` are nonpositive, the von Weizsaecker energy is the least
kinetic energy among positive semidefinite density matrices with a given nonnegative density. -/
theorem weizsaecker_isLeast {T : Matrix ι ι ℝ} (hT : ∀ i j, i ≠ j → T i j ≤ 0)
    {ρ : ι → ℝ} (hρ : ∀ i, 0 ≤ ρ i) :
    IsLeast {E | ∃ g : Matrix ι ι ℝ, g.PosSemidef ∧ density g = ρ ∧ kinetic T g = E}
      (weizsaecker T ρ) := by
  constructor
  · -- the orbital `√ρ` attains the value
    exact ⟨vecMulVec (fun i => √(ρ i)) (fun i => √(ρ i)), pure_posSemidef _,
      funext fun i => Real.mul_self_sqrt (hρ i), kinetic_pure _ _⟩
  · rintro E ⟨g, hg, rfl, rfl⟩
    exact weizsaecker_le_kinetic hT hg
```

**Q:** On two sites I can remove a positive hopping by flipping the sign of one basis function. Isn't the failure just a convention?

**A:** There, yes: the signed root $(\sqrt{n_1},-\sqrt{n_2})$ restores the bound. On a triangle with all hoppings $+1$, no choice of signs does. `triangleState` has unit densities and coherences $-\tfrac12$. Its quadratic form is half the sum of the squared differences of the amplitudes, hence nonnegative, and its energy is $6\cdot(-\tfrac12)=-3$.

A real orbital of the same density has amplitudes $\pm1$ and energy $2(\psi_0\psi_1+\psi_1\psi_2+\psi_0\psi_2)$. This is $6$ if all signs agree and $-2$ otherwise. Normalised to one electron, the mixed state has energy $-1$ and the best real orbital of the same density $-\tfrac23$. The restriction to real orbitals matters: a complex orbital of this density with phases $0^\circ$, $120^\circ$ and $240^\circ$ on the three sites also reaches $-1$. The proof runs through the eight sign patterns with `rcases`.

```lean
/-- The triangle with all three hopping entries equal to `+1`. -/
def triangle : Matrix (Fin 3) (Fin 3) ℝ := !![0, 1, 1; 1, 0, 1; 1, 1, 0]

/-- A density matrix on the triangle with unit densities and all coherences equal to `-1/2`. -/
def triangleState : Matrix (Fin 3) (Fin 3) ℝ :=
  !![1, -1/2, -1/2; -1/2, 1, -1/2; -1/2, -1/2, 1]

/-- On the triangle with positive hopping entries, `triangleState` is positive semidefinite and has
lower kinetic energy than every real orbital of the same density, whatever the orbital's signs. -/
theorem triangle_below_every_orbital :
    triangleState.PosSemidef ∧
      ∀ ψ : Fin 3 → ℝ, (∀ k, ψ k ^ 2 = density triangleState k) →
        kinetic triangle triangleState < expectation triangle ψ := by
  constructor
  · refine Matrix.PosSemidef.of_dotProduct_mulVec_nonneg ?_ fun x => ?_
    · ext i j
      fin_cases i <;> fin_cases j <;> simp [triangleState]
    · -- the form is half the sum of the squared differences
      have h : star x ⬝ᵥ (triangleState *ᵥ x)
          = ((x 0 - x 1) ^ 2 + (x 1 - x 2) ^ 2 + (x 0 - x 2) ^ 2) / 2 := by
        simp [triangleState, dotProduct, Matrix.mulVec, Fin.sum_univ_three]
        ring
      rw [h]
      positivity
  · intro ψ hψ
    have hk : kinetic triangle triangleState = -3 := by
      simp [kinetic, triangle, triangleState, Matrix.trace, Fin.sum_univ_three]
      norm_num
    have he : expectation triangle ψ = 2 * (ψ 0 * ψ 1 + ψ 1 * ψ 2 + ψ 0 * ψ 2) := by
      simp [expectation, triangle, dotProduct, Matrix.mulVec, Fin.sum_univ_three]
      ring
    -- each amplitude is a sign, and three signs cannot all be opposite
    have hs : ∀ k, ψ k = 1 ∨ ψ k = -1 := by
      intro k
      have h1 : density triangleState k = 1 := by
        fin_cases k <;> simp [density, triangleState]
      exact mul_self_eq_one_iff.mp (by rw [← pow_two, hψ k, h1])
    rw [hk, he]
    rcases hs 0 with h0 | h0 <;> rcases hs 1 with h1 | h1 <;> rcases hs 2 with h2 | h2 <;>
      rw [h0, h1, h2] <;> norm_num

end

end LatticeWeizsaecker
```

```lean
#print axioms LatticeWeizsaecker.weizsaecker_bound_iff
#print axioms LatticeWeizsaecker.weizsaecker_isLeast
#print axioms LatticeWeizsaecker.triangle_below_every_orbital
```

```
'LatticeWeizsaecker.weizsaecker_bound_iff' depends on axioms: [propext, Classical.choice, Quot.sound]
'LatticeWeizsaecker.weizsaecker_isLeast' depends on axioms: [propext, Classical.choice, Quot.sound]
'LatticeWeizsaecker.triangle_below_every_orbital' depends on axioms: [propext, Classical.choice, Quot.sound]
```
